# A Hermitian ligand block preserves the nonbonding space exactly when metal and bonding orbitals form an invariant space

## Which ligand orbitals does the metal see?

At the L$_{2,3}$ and M$_{2,3}$ edges of a transition-metal compound, a core electron is excited into a metal d shell that hybridizes with many ligand orbitals. Cluster models often retain only the ligand combinations that couple directly to the metal. Those combinations may themselves couple to the discarded ones through the ligand Hamiltonian. For a finite, non-interacting cluster, we ask when the truncation is exact.

## The cluster and its reduced space

Take $m$ metal and $n$ ligand orbitals, orthonormal, with amplitudes $x$ and $y$. The one-electron Hamiltonian acts as

$$H\begin{pmatrix}x\\y\end{pmatrix}=\begin{pmatrix}A&T\\T^\dagger&B\end{pmatrix}\begin{pmatrix}x\\y\end{pmatrix}=\begin{pmatrix}Ax+Ty\\T^\dagger x+By\end{pmatrix}.$$

Here $A$ and $B$ are the metal and ligand blocks, and $T$ is the hybridization. Call $\operatorname{ran}T^\dagger$ bonding and $\ker T$ nonbonding; the names refer to coupling, not to energy. Let $W$ be the space of all vectors $(x,y)$ whose ligand part $y$ is bonding.

For Hermitian $B$ and arbitrary $A$:

- $H$ preserves $W$ if and only if $B$ preserves $\ker T$.
- $\dim W=m+\operatorname{rank}T\le 2m$.
- An invariant space containing the metal orbitals and having dimension at most $m+\operatorname{rank}T$ exists if and only if $B$ preserves $\ker T$.

If $\operatorname{rank}T=m$, the last bound is $2m$, so the condition decides whether $m$ ligand combinations suffice.

## Derivation

**Splitting.** If $TT^\dagger u=0$, then $\|T^\dagger u\|^2=u^\dagger TT^\dagger u=0$. Thus $TT^\dagger$ and $T^\dagger$ have the same kernel, and $TT^\dagger$ has the rank of $T$. Since $\operatorname{ran}TT^\dagger\subseteq\operatorname{ran}T$, the ranges agree. For any $y$ there is therefore a $z$ with $Ty=TT^\dagger z$, and
$$y=T^\dagger z+(y-T^\dagger z)$$
is a bonding plus a nonbonding part. The parts are orthogonal: if $Tk=0$, then $k^\dagger T^\dagger u=(Tk)^\dagger u=0$.

**Transfer.** Suppose $B$ preserves the bonding space and $Tk=0$. Put $q=TBk$. Then $BT^\dagger q=T^\dagger u$ for some $u$, so
$$q^\dagger q=k^\dagger BT^\dagger q=k^\dagger T^\dagger u=0,$$
and $Bk$ is nonbonding. Conversely, suppose $B$ preserves $\ker T$, let $w$ be bonding, and split $Bw=b+k$. Then $k^\dagger Bw=(Bk)^\dagger w=0$ and $k^\dagger b=0$, hence $k^\dagger k=0$ and $Bw=b$.

**Invariance.** Applying $H$ to $(0,w)$ shows that invariance of $W$ makes $Bw$ bonding. Conversely, if $B$ preserves the bonding space, $T^\dagger x+By$ is bonding whenever $y$ is.

**Dimension and minimality.** The metal part is free and the ligand part ranges over a space of dimension $\operatorname{rank}T\le m$. Let $V$ be invariant and contain the metal orbitals. For $(x,T^\dagger z)\in W$,
$$(x,T^\dagger z)=H(z,0)-(Az,0)+(x,0)\in V.$$
So $W\subseteq V$, and $\dim V\le m+\operatorname{rank}T$ forces $V=W$.

**Lower rank.** Take $m=n=2$, $A=0$, $T=\operatorname{diag}(1,0)$, and let $B$ swap the ligands. The whole space is invariant with dimension $4=2m$, yet $B$ moves the second ligand out of $\ker T$.

**Degenerate ligands.** If $B=\varepsilon 1$ with real $\varepsilon$, every ligand subspace is preserved, so $W$ is invariant.

## The Lean file

The types `m` and `n` label the orbitals, and `Fintype.card m` is the number written $m$ above. `cluster` is $H$, `metalBonding` is $W$, and `Preserves` means invariance. Coulomb interaction, the core hole and spectral intensities do not enter the model.

```lean
import Mathlib

open Matrix
open scoped ComplexOrder

namespace LigandFieldCluster

variable {m n : Type*} [Fintype m] [Fintype n]

/-- The cluster Hamiltonian with metal block `A`, ligand block `B` and
metal-ligand hybridization `T`. -/
def cluster (A : Matrix m m ℂ) (T : Matrix m n ℂ) (B : Matrix n n ℂ) :
    Matrix (m ⊕ n) (m ⊕ n) ℂ :=
  Matrix.fromBlocks A T Tᴴ B

/-- The matrix `M` maps the orbital space `V` into itself. -/
def Preserves {ι : Type*} [Fintype ι] (M : Matrix ι ι ℂ) (V : Submodule ℂ (ι → ℂ)) : Prop :=
  ∀ v ∈ V, M *ᵥ v ∈ V

/-- The bonding ligand combinations: the range of `Tᴴ`. -/
abbrev bonding (T : Matrix m n ℂ) : Submodule ℂ (n → ℂ) :=
  LinearMap.range Tᴴ.mulVecLin

/-- The nonbonding ligand combinations: the kernel of `T`. -/
abbrev nonbonding (T : Matrix m n ℂ) : Submodule ℂ (n → ℂ) :=
  LinearMap.ker T.mulVecLin

/-- All metal orbitals together with the bonding ligand combinations. -/
def metalBonding (T : Matrix m n ℂ) : Submodule ℂ (m ⊕ n → ℂ) :=
  (bonding T).comap (LinearMap.funLeft ℂ ℂ Sum.inr)

/-- Every ligand orbital is the sum of a bonding and a nonbonding part. -/
theorem ligand_split (T : Matrix m n ℂ) (y : n → ℂ) :
    ∃ b ∈ bonding T, ∃ k ∈ nonbonding T, y = b + k := by
  -- the range of `T Tᴴ` lies in that of `T`, and the ranks agree, so the ranges are equal
  have hle : LinearMap.range (T * Tᴴ).mulVecLin ≤ LinearMap.range T.mulVecLin := by
    rintro _ ⟨z, rfl⟩
    exact ⟨Tᴴ *ᵥ z, by simp [Matrix.mulVec_mulVec]⟩
  have heq := Submodule.eq_of_le_of_finrank_eq hle (Matrix.rank_self_mul_conjTranspose T)
  have hy : T *ᵥ y ∈ LinearMap.range (T * Tᴴ).mulVecLin := by
    rw [heq]
    exact ⟨y, rfl⟩
  obtain ⟨z, hz⟩ := hy
  have hz' : (T * Tᴴ) *ᵥ z = T *ᵥ y := hz
  refine ⟨Tᴴ *ᵥ z, ⟨z, rfl⟩, y - Tᴴ *ᵥ z, ?_, by abel⟩
  rw [LinearMap.mem_ker, Matrix.mulVecLin_apply, Matrix.mulVec_sub, Matrix.mulVec_mulVec,
    hz', sub_self]

/-- A Hermitian ligand Hamiltonian preserves the bonding combinations if and only if it
preserves the nonbonding ones. -/
theorem preserves_bonding_iff (T : Matrix m n ℂ) {B : Matrix n n ℂ} (hB : B.IsHermitian) :
    Preserves B (bonding T) ↔ Preserves B (nonbonding T) := by
  -- bonding and nonbonding combinations are orthogonal
  have orth : ∀ (k : n → ℂ) (u : m → ℂ), T *ᵥ k = 0 → star k ⬝ᵥ (Tᴴ *ᵥ u) = 0 := by
    intro k u hk
    rw [Matrix.dotProduct_mulVec, ← Matrix.star_mulVec, hk, star_zero, zero_dotProduct]
  constructor
  · intro h k hk
    obtain ⟨u, hu⟩ := h (Tᴴ *ᵥ (T *ᵥ (B *ᵥ k))) ⟨_, rfl⟩
    have hu' : Tᴴ *ᵥ u = B *ᵥ (Tᴴ *ᵥ (T *ᵥ (B *ᵥ k))) := hu
    have key : ∀ v : m → ℂ, star v ⬝ᵥ v = 0 → v = 0 := fun v hv => by simpa using hv
    have e : ∀ v : m → ℂ,
        star (T *ᵥ (B *ᵥ k)) ⬝ᵥ v = star k ⬝ᵥ (B *ᵥ (Tᴴ *ᵥ v)) := by
      intro v
      rw [Matrix.star_mulVec, Matrix.star_mulVec, hB.eq, Matrix.dotProduct_mulVec,
        Matrix.dotProduct_mulVec]
    -- the vector `T (B k)` has zero norm
    have s : star (T *ᵥ (B *ᵥ k)) ⬝ᵥ (T *ᵥ (B *ᵥ k)) = 0 := by
      rw [e, ← hu']
      exact orth k u hk
    have s0 : T *ᵥ (B *ᵥ k) = 0 := key _ s
    exact s0
  · intro h w hw
    obtain ⟨u, hu⟩ := hw
    have hu' : Tᴴ *ᵥ u = w := hu
    obtain ⟨b, hb, k, hk, e⟩ := ligand_split T (B *ᵥ w)
    obtain ⟨z, hz⟩ := id hb
    have hz' : Tᴴ *ᵥ z = b := hz
    have key : ∀ v : n → ℂ, star v ⬝ᵥ v = 0 → v = 0 := fun v hv => by simpa using hv
    have s : star k ⬝ᵥ (B *ᵥ w) = 0 := by
      have t : star k ⬝ᵥ (B *ᵥ w) = star (B *ᵥ k) ⬝ᵥ w := by
        rw [Matrix.star_mulVec, hB.eq, Matrix.dotProduct_mulVec]
      rw [t, ← hu']
      exact orth _ u (h k hk)
    -- hence the nonbonding part of `B w` vanishes
    rw [e, dotProduct_add, ← hz', orth k z hk, zero_add] at s
    rw [e, key k s, add_zero]
    exact hb

/-- The cluster Hamiltonian acts on a metal part `x` and a ligand part `y` by blocks. -/
theorem cluster_mulVec (A : Matrix m m ℂ) (T : Matrix m n ℂ) (B : Matrix n n ℂ)
    (x : m → ℂ) (y : n → ℂ) :
    cluster A T B *ᵥ Sum.elim x y = Sum.elim (A *ᵥ x + T *ᵥ y) (Tᴴ *ᵥ x + B *ᵥ y) := by
  simp [cluster, Matrix.fromBlocks_mulVec]

/-- For Hermitian `B`, the metal orbitals and bonding ligand combinations span an invariant
space of the cluster if and only if `B` maps the kernel of `T` into itself. -/
theorem invariant_iff (A : Matrix m m ℂ) (T : Matrix m n ℂ) {B : Matrix n n ℂ}
    (hB : B.IsHermitian) :
    Preserves (cluster A T B) (metalBonding T) ↔ Preserves B (nonbonding T) := by
  rw [← preserves_bonding_iff T hB]
  constructor
  · intro h w hw
    have h1 := h (Sum.elim (0 : m → ℂ) w) hw
    rw [cluster_mulVec] at h1
    have h2 : Tᴴ *ᵥ (0 : m → ℂ) + B *ᵥ w ∈ bonding T := h1
    rw [Matrix.mulVec_zero, zero_add] at h2
    exact h2
  · intro h v hv
    have e : v = Sum.elim (v ∘ Sum.inl) (v ∘ Sum.inr) := (Sum.elim_comp_inl_inr v).symm
    rw [e, cluster_mulVec]
    show Tᴴ *ᵥ (v ∘ Sum.inl) + B *ᵥ (v ∘ Sum.inr) ∈ bonding T
    exact Submodule.add_mem _ ⟨_, rfl⟩ (h _ hv)

/-- The space of metal orbitals and bonding ligand combinations has dimension `m + rank T`,
which is at most `2m`. -/
theorem finrank_metalBonding (T : Matrix m n ℂ) :
    Module.finrank ℂ (metalBonding T) = Fintype.card m + T.rank ∧
      Module.finrank ℂ (metalBonding T) ≤ 2 * Fintype.card m := by
  let eqv : metalBonding T ≃ₗ[ℂ] (m → ℂ) × bonding T :=
    { toFun := fun v => (fun i => v.1 (Sum.inl i), ⟨fun j => v.1 (Sum.inr j), v.2⟩)
      invFun := fun p => ⟨Sum.elim p.1 p.2.1, p.2.2⟩
      map_add' := fun _ _ => rfl
      map_smul' := fun _ _ => rfl
      left_inv := fun v => Subtype.ext (funext fun i => by cases i <;> rfl)
      right_inv := fun _ => rfl }
  have hr : Module.finrank ℂ (bonding T) = T.rank := Matrix.rank_conjTranspose T
  have hd : Module.finrank ℂ (metalBonding T) = Fintype.card m + T.rank := by
    rw [eqv.finrank_eq, Module.finrank_prod, Module.finrank_fintype_fun_eq_card, hr]
  have hT := Matrix.rank_le_card_height T
  exact ⟨hd, by omega⟩

/-- Every invariant space of the cluster that contains the metal orbitals also contains
the bonding ligand combinations. -/
theorem metalBonding_le (A : Matrix m m ℂ) (T : Matrix m n ℂ) (B : Matrix n n ℂ)
    (V : Submodule ℂ (m ⊕ n → ℂ)) (hm : ∀ x : m → ℂ, (Sum.elim x 0 : m ⊕ n → ℂ) ∈ V)
    (hV : Preserves (cluster A T B) V) : metalBonding T ≤ V := by
  intro v hv
  obtain ⟨z, hz⟩ := hv
  -- one application of the Hamiltonian to a metal orbital reaches the ligand part of `v`
  have h1 := hV _ (hm z)
  rw [cluster_mulVec] at h1
  have h2 := V.add_mem (V.sub_mem h1 (hm (A *ᵥ z))) (hm (v ∘ Sum.inl))
  convert h2 using 1
  ext i
  rcases i with i | j
  · simp
  · have hj : (Tᴴ *ᵥ z) j = v (Sum.inr j) := congrFun hz j
    simp [hj]

/-- For Hermitian `B`, the metal orbitals lie in an invariant space of dimension at most
`m + rank T` if and only if `B` maps the kernel of `T` into itself. -/
theorem exact_reduction_iff (A : Matrix m m ℂ) (T : Matrix m n ℂ) {B : Matrix n n ℂ}
    (hB : B.IsHermitian) :
    (∃ V : Submodule ℂ (m ⊕ n → ℂ), (∀ x : m → ℂ, (Sum.elim x 0 : m ⊕ n → ℂ) ∈ V) ∧
      Preserves (cluster A T B) V ∧ Module.finrank ℂ V ≤ Fintype.card m + T.rank) ↔
    Preserves B (nonbonding T) := by
  rw [← invariant_iff A T hB]
  constructor
  · rintro ⟨V, hm, hV, hd⟩
    -- minimality and the dimension bound leave only one candidate
    have heq := Submodule.eq_of_le_of_finrank_le (metalBonding_le A T B V hm hV)
      (by rw [(finrank_metalBonding T).1]; exact hd)
    rw [heq]
    exact hV
  · intro h
    exact ⟨metalBonding T, fun _ => (bonding T).zero_mem, h, (finrank_metalBonding T).1.le⟩

/-- If `B` is Hermitian and `T` has rank `m`, then the metal orbitals lie in an invariant space of
the cluster of dimension at most `2m` if and only if `B` maps the kernel of `T` into itself. -/
theorem m_ligands_suffice_iff (A : Matrix m m ℂ) (T : Matrix m n ℂ) {B : Matrix n n ℂ}
    (hB : B.IsHermitian) (hT : T.rank = Fintype.card m) :
    (∃ V : Submodule ℂ (m ⊕ n → ℂ), (∀ x : m → ℂ, (Sum.elim x 0 : m ⊕ n → ℂ) ∈ V) ∧
      Preserves (cluster A T B) V ∧ Module.finrank ℂ V ≤ 2 * Fintype.card m) ↔
    Preserves B (nonbonding T) := by
  rw [← exact_reduction_iff A T hB, hT, two_mul]

/-- For two metal and two ligand orbitals, take `A = 0`, `T = diag(1, 0)` and let `B` swap the
ligands. The whole space is invariant and has dimension `2m = 4`, yet `B` does not preserve the
kernel of `T`. -/
theorem rank_condition_sharp :
    Preserves (cluster (0 : Matrix (Fin 2) (Fin 2) ℂ) !![1, 0; 0, 0] !![0, 1; 1, 0]) ⊤ ∧
      Module.finrank ℂ (⊤ : Submodule ℂ (Fin 2 ⊕ Fin 2 → ℂ)) = 2 * Fintype.card (Fin 2) ∧
      ¬ Preserves (!![0, 1; 1, 0] : Matrix (Fin 2) (Fin 2) ℂ)
        (nonbonding (!![1, 0; 0, 0] : Matrix (Fin 2) (Fin 2) ℂ)) := by
  refine ⟨fun _ _ => Submodule.mem_top, ?_, ?_⟩
  · rw [finrank_top, Module.finrank_fintype_fun_eq_card, Fintype.card_sum, two_mul]
  · intro h
    have h0 : (!![1, 0; 0, 0] : Matrix (Fin 2) (Fin 2) ℂ) *ᵥ ![0, 1] = 0 := by
      ext i
      fin_cases i <;> simp [Matrix.mulVec, dotProduct, Fin.sum_univ_two]
    have h1 : (!![1, 0; 0, 0] : Matrix (Fin 2) (Fin 2) ℂ) *ᵥ
        ((!![0, 1; 1, 0] : Matrix (Fin 2) (Fin 2) ℂ) *ᵥ ![0, 1]) = 0 := h _ h0
    have h2 := congrFun h1 0
    simp [Matrix.mulVec, dotProduct, Fin.sum_univ_two] at h2

/-- If all ligand orbitals have the same energy `ε` and do not couple to each other, the
metal orbitals and bonding ligand combinations span an invariant space. -/
theorem degenerate_ligands [DecidableEq n] (A : Matrix m m ℂ) (T : Matrix m n ℂ) (ε : ℝ) :
    Preserves (cluster A T ((ε : ℂ) • (1 : Matrix n n ℂ))) (metalBonding T) := by
  have hB : ((ε : ℂ) • (1 : Matrix n n ℂ)).IsHermitian := by
    simp [Matrix.IsHermitian, Matrix.conjTranspose_smul]
  refine (invariant_iff A T hB).mpr fun k hk => ?_
  have e : ((ε : ℂ) • (1 : Matrix n n ℂ)) *ᵥ k = (ε : ℂ) • k := by
    simp [Matrix.smul_mulVec]
  rw [e]
  exact Submodule.smul_mem _ _ hk

end LigandFieldCluster
```

```lean
#print axioms LigandFieldCluster.metalBonding_le
#print axioms LigandFieldCluster.m_ligands_suffice_iff
#print axioms LigandFieldCluster.rank_condition_sharp
#print axioms LigandFieldCluster.degenerate_ligands
```

```
'LigandFieldCluster.metalBonding_le' depends on axioms: [propext, Classical.choice, Quot.sound]
'LigandFieldCluster.m_ligands_suffice_iff' depends on axioms: [propext, Classical.choice, Quot.sound]
'LigandFieldCluster.rank_condition_sharp' depends on axioms: [propext, Classical.choice, Quot.sound]
'LigandFieldCluster.degenerate_ligands' depends on axioms: [propext, Classical.choice, Quot.sound]
```

## Reading the proof

`ligand_split` gives the decomposition, and `preserves_bonding_iff` carries out the transfer; its `orth` is orthogonality and its `key` says that a vector of zero norm vanishes. `cluster_mulVec` supplies the block action used in `invariant_iff`.

`finrank_metalBonding` identifies $W$ with pairs of a metal vector and a bonding vector. `metalBonding_le` is the minimality step, which `exact_reduction_iff` combines with the dimension bound. `m_ligands_suffice_iff` inserts full rank, `rank_condition_sharp` is the two-ligand example, and `degenerate_ligands` treats $B=\varepsilon 1$.

## From equal ranks to a preimage

In `ligand_split`, `Submodule.eq_of_le_of_finrank_eq` turns an inclusion and equal dimensions into equality of subspaces. Mathlib defines a matrix's rank as the dimension of its range, so `Matrix.rank_self_mul_conjTranspose T` can be passed directly as the dimension equality. Rewriting with `heq` then yields the required $z$ without inverting $TT^\dagger$, which may be singular.
